# The genealogical three-spin doublets are orthonormal, have \(S^2 = 3/4\), and carry \(P_{12}\), \(P_{23}\) by Young's orthogonal matrices

A statement about spin eigenfunctions must first fix what a state is and where \(S^2\) comes from. Here a state of three spins 1/2 is a table of eight complex amplitudes \(\psi(i,j,k)\), each argument being \(\alpha\) (up) or \(\beta\) (down). The operator \(S^2\) is built from the one-spin matrices \(s_x, s_y, s_z\) with \(\hbar = 1\), so that its expression through permutations is a theorem and not a definition. The transposition \(P_{ab}\) exchanges the arguments belonging to spins \(a\) and \(b\).

## The two doublets and their matrices

Put \(u_1 = 2\alpha\alpha\beta - \alpha\beta\alpha - \beta\alpha\alpha\) and \(u_2 = \alpha\beta\alpha - \beta\alpha\alpha\), and normalise them as \(d_0 = u_1/\sqrt6\), \(d_1 = u_2/\sqrt2\). The claim is \(\langle d_i|d_j\rangle = \delta_{ij}\), \(S^2 d_j = \tfrac34 d_j\), and \(P_{ab}\, d_j = \sum_i (Y_{ab})_{ij}\, d_i\) for \(i, j \in \{0,1\}\), with
\[ Y_{12} = \begin{pmatrix} 1 & 0 \\ 0 & -1 \end{pmatrix}, \qquad Y_{23} = \begin{pmatrix} -\tfrac12 & \tfrac{\sqrt3}{2} \\ \tfrac{\sqrt3}{2} & \tfrac12 \end{pmatrix}. \]
The functions are genealogical in that spins 1 and 2 are coupled first: the squared pair spin \(S_{12}^2\) is 2 (triplet) in \(d_0\) and 0 (singlet) in \(d_1\). In electronic structure they are spin factors of doublet configuration functions with three singly occupied orbitals; the model holds the spin factor only, without orbitals or antisymmetrisation.

## From spin operators to exchanges

Let \(\mathbf s_a\) be the spin vector of spin \(a\) and \(s_a^\pm = s_{ax} \pm \mathrm{i}\, s_{ay}\). For \(a \neq b\), \(\mathbf s_a\cdot\mathbf s_b = s_{az}s_{bz} + \tfrac12(s_a^+s_b^- + s_a^-s_b^+)\). On \(\alpha\alpha\) and \(\beta\beta\) this gives the factor \(\tfrac14\); it sends \(\alpha\beta\) to \(-\tfrac14\alpha\beta + \tfrac12\beta\alpha\), and \(\beta\alpha\) likewise. All four cases read \(\mathbf s_a\cdot\mathbf s_b = \tfrac12 P_{ab} - \tfrac14\). With \(\mathbf s_a^2 = \tfrac34\) and \(C = P_{12} + P_{13} + P_{23}\),
\[ S^2 = \tfrac94 + 2\left(\tfrac12 C - \tfrac34\right) = \tfrac34 + C, \qquad S_{12}^2 = \tfrac32 + 2\left(\tfrac12 P_{12} - \tfrac14\right) = 1 + P_{12}. \]

Abbreviate \(x = \alpha\alpha\beta\), \(y = \alpha\beta\alpha\), \(z = \beta\alpha\alpha\), so \(u_1 = 2x - y - z\) and \(u_2 = y - z\). These product states are orthonormal, which gives \(\langle u_1|u_1\rangle = 6\), \(\langle u_2|u_2\rangle = 2\) and \(\langle u_1|u_2\rangle = -1 + 1 = 0\). Each has total \(S_z = \tfrac12\). The transposition \(P_{12}\) swaps \(y, z\), \(P_{13}\) swaps \(x, z\), and \(P_{23}\) swaps \(x, y\), each fixing the third state. Hence \(Cx = Cy = Cz = x + y + z\), so \(C\) annihilates any combination whose coefficients add to zero, and \(S^2 u_n = \tfrac34 u_n\) for \(n = 1, 2\). Further \(P_{12}u_1 = u_1\) and \(P_{12}u_2 = -u_2\), which gives \(Y_{12}\) and the values \(1 \pm 1\) of \(S_{12}^2\), and
\[ P_{23}u_1 = 2y - x - z = -\tfrac12 u_1 + \tfrac32 u_2, \qquad P_{23}u_2 = x - z = \tfrac12 u_1 + \tfrac12 u_2. \]
Dividing by the norms turns the off-diagonal coefficients into \(\tfrac32\sqrt2/\sqrt6 = \tfrac{\sqrt3}{2}\) and \(\tfrac12\sqrt6/\sqrt2 = \tfrac{\sqrt3}{2}\), which is \(Y_{23}\).

Conversely, let \(S_z\psi = \tfrac12\psi\) and \(S^2\psi = \tfrac34\psi\). The first condition removes the five configurations with \(S_z \neq \tfrac12\), so \(\psi = \psi_x x + \psi_y y + \psi_z z\) with complex amplitudes \(\psi_x, \psi_y, \psi_z\). The second says \(C\psi = 0\), that is \(\psi_z = -\psi_x - \psi_y\). Then \(\psi = p\,u_1 + q\,u_2\) with \(p = \psi_x/2\), \(q = \psi_y + \psi_x/2\), and so \(\psi = c_0 d_0 + c_1 d_1\) with \(c_0 = p\sqrt6\), \(c_1 = q\sqrt2\).

Finally, a one-spin operator summed over all three spins commutes with each exchange, which only reorders the terms. For the lowering operator \(S_- = s_1^- + s_2^- + s_3^-\) this gives \(P_{ab}S_-d_j = S_-P_{ab}d_j = \sum_i (Y_{ab})_{ij}\, S_-d_i\).

## A singlet on spins 2 and 3

Take \(\psi = (x - y)/\sqrt2\). Then \(p = 1/(2\sqrt2)\) and \(q = -1/(2\sqrt2)\), so \(c_0 = \sqrt3/2 \approx 0.866\) and \(c_1 = -0.5\), with \(c_0^2 + c_1^2 = 1\). The column \(c\) transforms as \(Y_{23}c = (-0.433 - 0.433,\; 0.75 - 0.25) = (-0.866,\; 0.5) = -c\), in agreement with \(P_{23}(x - y) = y - x\). This example is plain arithmetic and is not formalised below.

## States and operators in Lean

```lean
import Mathlib

open Complex ComplexConjugate

namespace ThreeSpinDoublets

noncomputable section
```

The index type `Fin 2` labels the two basis states of one spin, with \(\alpha = 0\) and \(\beta = 1\). A `State` is the amplitude table, and `Mat` holds \(2\times2\) matrices. The number of spins is fixed at three.

```lean
/-- A state of three spins 1/2: one amplitude per configuration. -/
abbrev State := Fin 2 → Fin 2 → Fin 2 → ℂ

/-- One-spin operators, as 2×2 matrices in the basis α, β. -/
abbrev Mat := Matrix (Fin 2) (Fin 2) ℂ
```

The product state `ket a b c` has amplitude 1 on one configuration. The scalar product `braket` is an explicit sum, antilinear in its first argument.

```lean
local notation "α" => (0 : Fin 2)
local notation "β" => (1 : Fin 2)

/-- The product state with spins `a`, `b`, `c`. -/
def ket (a b c : Fin 2) : State := fun i j k => if i = a ∧ j = b ∧ k = c then 1 else 0

/-- The scalar product ⟨φ|ψ⟩. -/
def braket (φ ψ : State) : ℂ := ∑ i, ∑ j, ∑ k, conj (φ i j k) * ψ i j k
```

The maps `on1`, `on2`, `on3` contract a matrix \(A\) with one argument of \(\psi\). With \(\mathbb 1\) the \(2\times2\) unit matrix, they are \(A\otimes\mathbb 1\otimes\mathbb 1\), \(\mathbb 1\otimes A\otimes\mathbb 1\) and \(\mathbb 1\otimes\mathbb 1\otimes A\).

```lean
/-- The operator `A` acting on spin 1. -/
def on1 (A : Mat) : Module.End ℂ State where
  toFun ψ := fun i j k => ∑ l, A i l * ψ l j k
  map_add' ψ φ := by funext i j k; simp only [Fin.sum_univ_two, Pi.add_apply]; ring
  map_smul' c ψ := by
    funext i j k; simp only [Fin.sum_univ_two, Pi.smul_apply, smul_eq_mul, RingHom.id_apply]; ring

/-- The operator `A` acting on spin 2. -/
def on2 (A : Mat) : Module.End ℂ State where
  toFun ψ := fun i j k => ∑ l, A j l * ψ i l k
  map_add' ψ φ := by funext i j k; simp only [Fin.sum_univ_two, Pi.add_apply]; ring
  map_smul' c ψ := by
    funext i j k; simp only [Fin.sum_univ_two, Pi.smul_apply, smul_eq_mul, RingHom.id_apply]; ring

/-- The operator `A` acting on spin 3. -/
def on3 (A : Mat) : Module.End ℂ State where
  toFun ψ := fun i j k => ∑ l, A k l * ψ i j l
  map_add' ψ φ := by funext i j k; simp only [Fin.sum_univ_two, Pi.add_apply]; ring
  map_smul' c ψ := by
    funext i j k; simp only [Fin.sum_univ_two, Pi.smul_apply, smul_eq_mul, RingHom.id_apply]; ring
```

The spin components are half the Pauli matrices.

```lean
/-- The spin component s_x (ħ = 1). -/
def sx : Mat := !![0, 1 / 2; 1 / 2, 0]

/-- The spin component s_y. -/
def sy : Mat := !![0, -(I / 2); I / 2, 0]

/-- The spin component s_z. -/
def sz : Mat := !![1 / 2, 0; 0, -(1 / 2)]
```

Multiplication in `Module.End ℂ State` is composition, so `S2` is \(S_x^2 + S_y^2 + S_z^2\) for the total components, `S2pair` is \(S_{12}^2\), and `total sz` is \(S_z\). The operator `Sminus` is defined directly from the matrix that sends \(\alpha\) to \(\beta\) and \(\beta\) to zero.

```lean
/-- The sum of a one-spin operator over spins 1 and 2. -/
def pair (A : Mat) : Module.End ℂ State := on1 A + on2 A

/-- The sum of a one-spin operator over all three spins. -/
def total (A : Mat) : Module.End ℂ State := on1 A + on2 A + on3 A

/-- The total spin squared S². -/
def S2 : Module.End ℂ State := total sx * total sx + total sy * total sy + total sz * total sz

/-- The squared spin S₁₂² of the pair 1, 2. -/
def S2pair : Module.End ℂ State := pair sx * pair sx + pair sy * pair sy + pair sz * pair sz

/-- The total lowering operator S₋. -/
def Sminus : Module.End ℂ State := total !![0, 0; 1, 0]
```

A transposition is its own inverse, so exchanging the arguments of \(\psi\) is the same as exchanging two letters of a product state.

```lean
/-- Exchange of spins 1 and 2. -/
def P12 : Module.End ℂ State where
  toFun ψ := fun i j k => ψ j i k
  map_add' _ _ := rfl
  map_smul' _ _ := rfl

/-- Exchange of spins 1 and 3. -/
def P13 : Module.End ℂ State where
  toFun ψ := fun i j k => ψ k j i
  map_add' _ _ := rfl
  map_smul' _ _ := rfl

/-- Exchange of spins 2 and 3. -/
def P23 : Module.End ℂ State where
  toFun ψ := fun i j k => ψ i k j
  map_add' _ _ := rfl
  map_smul' _ _ := rfl
```

The vector `doublet` fixes order and phases: `doublet 0` is \(d_0\), built from `u₁`, and `doublet 1` is \(d_1\), built from `u₂`. The sign of the off-diagonal element of \(Y_{23}\) depends on this relative phase.

```lean
/-- The real square root, as a complex number. -/
def rt (x : ℝ) : ℂ := (Real.sqrt x : ℝ)

/-- The function 2ααβ − αβα − βαα. -/
def u₁ : State := (2 : ℂ) • ket α α β - ket α β α - ket β α α

/-- The function αβα − βαα. -/
def u₂ : State := ket α β α - ket β α α

/-- The genealogical functions u₁/√6 and u₂/√2. -/
def doublet : Fin 2 → State := ![(rt 6)⁻¹ • u₁, (rt 2)⁻¹ • u₂]
```

Young's orthogonal form is a rule for every standard tableau of every symmetric group. No tableau occurs in the code: `young12` and `young23` are written out as the matrices of the two adjacent transpositions for the shape \([2,1]\) of three objects.

```lean
/-- Young's orthogonal matrix for the transposition (12). -/
def young12 : Mat := !![1, 0; 0, -1]

/-- Young's orthogonal matrix for the transposition (23). -/
def young23 : Mat := !![-(1 / 2), rt 3 / 2; rt 3 / 2, 1 / 2]
```

## Dirac identities and unnormalised functions

The lemma `rt_spec` supplies the two properties of a square root of a positive number that normalisation needs.

```lean
/-- The root of a positive number squares to it and is nonzero. -/
theorem rt_spec (x : ℝ) (hx : 0 < x) : rt x * rt x = x ∧ rt x ≠ 0 :=
  ⟨by rw [rt, ← ofReal_mul, Real.mul_self_sqrt hx.le],
    ofReal_ne_zero.mpr (Real.sqrt_pos.mpr hx).ne'⟩
```

The theorem `dirac_exchange` states both identities between operators, on all states. Its proof bypasses \(\mathbf s_a\cdot\mathbf s_b\): it applies both sides to an arbitrary \(\psi\), splits into the eight configurations by `Fin.forall_fin_two`, inserts the matrix elements `hx`, `hy`, `hz`, and compares polynomials in the amplitudes, with `I_sq` for \(\mathrm{i}^2 = -1\).

```lean
set_option maxHeartbeats 400000 in
/-- Dirac's exchange identities: S² = 3/4 + P12 + P13 + P23 and S₁₂² = 1 + P12. -/
theorem dirac_exchange :
    S2 = (3 / 4 : ℂ) • (1 : Module.End ℂ State) + (P12 + P13 + P23) ∧ S2pair = 1 + P12 := by
  have hx : sx 0 0 = 0 ∧ sx 0 1 = 1 / 2 ∧ sx 1 0 = 1 / 2 ∧ sx 1 1 = 0 := ⟨rfl, rfl, rfl, rfl⟩
  have hy : sy 0 0 = 0 ∧ sy 0 1 = -(I / 2) ∧ sy 1 0 = I / 2 ∧ sy 1 1 = 0 := ⟨rfl, rfl, rfl, rfl⟩
  have hz : sz 0 0 = 1 / 2 ∧ sz 0 1 = 0 ∧ sz 1 0 = 0 ∧ sz 1 1 = -(1 / 2) := ⟨rfl, rfl, rfl, rfl⟩
  -- compare the amplitudes of the eight configurations
  constructor <;> refine LinearMap.ext fun ψ => ?_ <;> funext i j k <;> revert i j k <;>
    simp only [S2, S2pair, total, pair, on1, on2, on3, P12, P13, P23, LinearMap.add_apply,
      Module.End.mul_apply, LinearMap.smul_apply, Module.End.one_apply, Pi.add_apply,
      Pi.smul_apply, smul_eq_mul, LinearMap.coe_mk, AddHom.coe_mk, Fin.sum_univ_two,
      Fin.forall_fin_two, hx, hy, hz, zero_mul, add_zero, zero_add] <;>
    and_intros <;> (ring_nf; simp only [I_sq]; ring1)
```

The eight equations of `action_on_u` are those found above with \(x, y, z\), now checked amplitude by amplitude through `fin_cases`.

```lean
/-- The action of P12, P23, P12 + P13 + P23 and S_z on the unnormalised functions. -/
theorem action_on_u :
    P12 u₁ = u₁ ∧ P12 u₂ = -u₂ ∧ P23 u₁ = (-(1 / 2) : ℂ) • u₁ + (3 / 2 : ℂ) • u₂ ∧
    P23 u₂ = (1 / 2 : ℂ) • u₁ + (1 / 2 : ℂ) • u₂ ∧ (P12 + P13 + P23) u₁ = 0 ∧
    (P12 + P13 + P23) u₂ = 0 ∧ total sz u₁ = (1 / 2 : ℂ) • u₁ ∧
    total sz u₂ = (1 / 2 : ℂ) • u₂ := by
  refine ⟨?_, ?_, ?_, ?_, ?_, ?_, ?_, ?_⟩ <;> funext i j k <;>
    fin_cases i <;> fin_cases j <;> fin_cases k <;>
    simp [u₁, u₂, ket, P12, P13, P23, total, on1, on2, on3, sz] <;> norm_num
```

## Orthonormality, spin and Young's matrices

After expansion of the four brackets, each off-diagonal one consists of two terms \(\mp 1/(\sqrt6\sqrt2)\) that cancel, with no property of the roots needed beyond their being real (`hc`). The diagonal ones are \(6\cdot\tfrac16\) and \(2\cdot\tfrac12\), which use `h6` and `h2`.

```lean
/-- The two functions are orthonormal. -/
theorem doublet_orthonormal (i j : Fin 2) :
    braket (doublet i) (doublet j) = if i = j then 1 else 0 := by
  have hc : ∀ x, conj (rt x) = rt x := fun x => conj_ofReal _
  have c2 : conj (2 : ℂ) = 2 := map_ofNat _ 2
  have h6 : (rt 6)⁻¹ * (rt 6)⁻¹ = 1 / 6 := by
    rw [← mul_inv, (rt_spec 6 (by norm_num)).1]; norm_num
  have h2 : (rt 2)⁻¹ * (rt 2)⁻¹ = 1 / 2 := by
    rw [← mul_inv, (rt_spec 2 (by norm_num)).1]; norm_num
  fin_cases i <;> fin_cases j <;> simp [braket, doublet, u₁, u₂, ket, hc, c2] <;>
    first | ring1 | linear_combination 6 * h6 | linear_combination 2 * h2
```

In `doublet_spin`, the steps `s1` and `s2` replace \(S^2\) by \(\tfrac34 + C\) and drop \(Cu_n\). Linearity (`map_smul`) carries the normalisation factors through, and `module` compares coefficients.

```lean
/-- Both functions have S² = 3/4 and S_z = 1/2; the first has S₁₂² = 2, the second S₁₂² = 0. -/
theorem doublet_spin :
    (∀ j, S2 (doublet j) = (3 / 4 : ℂ) • doublet j) ∧
    (∀ j, total sz (doublet j) = (1 / 2 : ℂ) • doublet j) ∧
    S2pair (doublet 0) = (2 : ℂ) • doublet 0 ∧ S2pair (doublet 1) = 0 := by
  obtain ⟨a1, a2, -, -, c1, c2, z1, z2⟩ := action_on_u
  have d0 : doublet 0 = (rt 6)⁻¹ • u₁ := rfl
  have d1 : doublet 1 = (rt 2)⁻¹ • u₂ := rfl
  -- the class sum annihilates u, so only the constant 3/4 remains
  have s1 : S2 u₁ = (3 / 4 : ℂ) • u₁ := by rw [dirac_exchange.1, LinearMap.add_apply, c1]; simp
  have s2 : S2 u₂ = (3 / 4 : ℂ) • u₂ := by rw [dirac_exchange.1, LinearMap.add_apply, c2]; simp
  simp only [Fin.forall_fin_two, d0, d1, map_smul, s1, s2, z1, z2, dirac_exchange.2,
    LinearMap.add_apply, Module.End.one_apply, a1, a2]
  refine ⟨⟨?_, ?_⟩, ⟨?_, ?_⟩, ?_, ?_⟩ <;> module
```

The sum `∑ i, young23 i j • doublet i` reads column \(j\) as the image of \(d_j\); both matrices are symmetric, so the row convention would give the same equations. The step `h2` rewrites \(1/\sqrt2\) as \(\sqrt3/\sqrt6\), which gives all terms the common factor \(1/\sqrt6\). Only the coefficient of \(u_2\) in \(P_{23}d_0\), where \(\tfrac32 = \tfrac{\sqrt3}{2}\sqrt3\), needs `hs`.

```lean
/-- P12 and P23 act on the two functions by Young's orthogonal matrices. -/
theorem doublet_young :
    (∀ j, P12 (doublet j) = ∑ i, young12 i j • doublet i) ∧
    (∀ j, P23 (doublet j) = ∑ i, young23 i j • doublet i) := by
  obtain ⟨a1, a2, b1, b2, -⟩ := action_on_u
  have hs : rt 3 * rt 3 = 3 := (rt_spec 3 (by norm_num)).1.trans (by norm_num)
  have h6 : rt 6 = rt 3 * rt 2 := by
    rw [rt, rt, rt, show (6 : ℝ) = 3 * 2 by norm_num, Real.sqrt_mul (by norm_num), ofReal_mul]
  -- 1/√2 = √3/√6
  have h2 : (rt 2)⁻¹ = rt 3 * (rt 6)⁻¹ := by
    rw [h6, mul_inv, ← mul_assoc, mul_inv_cancel₀ (rt_spec 3 (by norm_num)).2, one_mul]
  simp only [Fin.forall_fin_two, Fin.sum_univ_two]
  refine ⟨⟨?_, ?_⟩, ?_, ?_⟩
  · show P12 ((rt 6)⁻¹ • u₁) = (1 : ℂ) • (rt 6)⁻¹ • u₁ + (0 : ℂ) • (rt 2)⁻¹ • u₂
    rw [map_smul, a1]; module
  · show P12 ((rt 2)⁻¹ • u₂) = (0 : ℂ) • (rt 6)⁻¹ • u₁ + (-1 : ℂ) • (rt 2)⁻¹ • u₂
    rw [map_smul, a2]; module
  · show P23 ((rt 6)⁻¹ • u₁) = (-(1 / 2) : ℂ) • (rt 6)⁻¹ • u₁ + (rt 3 / 2) • (rt 2)⁻¹ • u₂
    rw [map_smul, b1, h2]
    match_scalars <;> first | ring1 | linear_combination (-(rt 6)⁻¹ / 2) * hs
  · show P23 ((rt 2)⁻¹ • u₂) = (rt 3 / 2) • (rt 6)⁻¹ • u₁ + (1 / 2 : ℂ) • (rt 2)⁻¹ • u₂
    rw [map_smul, b2, h2]; module
```

The theorem `genealogical_doublets` collects the claim and has no hypotheses. It treats the two generators \(P_{12}\) and \(P_{23}\); the matrices of \(P_{13}\) and of the cyclic permutations, and the irreducibility of the representation, are not part of it.

```lean
/-- The genealogical three-spin functions are orthonormal, have S² = 3/4, and carry P12 and
P23 by Young's orthogonal matrices. -/
theorem genealogical_doublets :
    (∀ i j, braket (doublet i) (doublet j) = if i = j then 1 else 0) ∧
    (∀ j, S2 (doublet j) = (3 / 4 : ℂ) • doublet j) ∧
    (∀ j, P12 (doublet j) = ∑ i, young12 i j • doublet i) ∧
    (∀ j, P23 (doublet j) = ∑ i, young23 i j • doublet i) :=
  ⟨doublet_orthonormal, doublet_spin.1, doublet_young⟩
```

## Completeness and the lowered partners

The hypotheses `hz` and `hS` of `doublet_complete` are the eigenvalue equations \(S_z\psi = \tfrac12\psi\) and \(S^2\psi = \tfrac34\psi\); normalisation is not required, and \(\psi = 0\) is allowed. The steps `h1` to `h5` remove the five unwanted amplitudes. The step `s` is the \(\alpha\alpha\beta\) component of the \(S^2\) equation and yields `h6`, the relation \(\psi_z = -\psi_x - \psi_y\), where \(\psi_x, \psi_y, \psi_z\) are `ψ 0 0 1`, `ψ 0 1 0`, `ψ 1 0 0`. The witnesses for \(p, q\) and \(c\) are those given above. The conclusion is the existence of the coefficients.

```lean
/-- Every state with S_z = 1/2 and S² = 3/4 is a combination of the two functions. -/
theorem doublet_complete (ψ : State) (hz : total sz ψ = (1 / 2 : ℂ) • ψ)
    (hS : S2 ψ = (3 / 4 : ℂ) • ψ) : ∃ c : Fin 2 → ℂ, ψ = ∑ i, c i • doublet i := by
  have z : ∀ i j k, total sz ψ i j k = 1 / 2 * ψ i j k :=
    fun i j k => congrFun (congrFun (congrFun hz i) j) k
  obtain ⟨e1, e2, e3, e4, e5⟩ : total sz ψ 0 0 0 = 3 / 2 * ψ 0 0 0 ∧
      total sz ψ 0 1 1 = -(1 / 2) * ψ 0 1 1 ∧ total sz ψ 1 0 1 = -(1 / 2) * ψ 1 0 1 ∧
      total sz ψ 1 1 0 = -(1 / 2) * ψ 1 1 0 ∧ total sz ψ 1 1 1 = -(3 / 2) * ψ 1 1 1 := by
    refine ⟨?_, ?_, ?_, ?_, ?_⟩ <;> simp [total, on1, on2, on3, sz] <;> ring
  -- only configurations with one β survive
  have h1 : ψ 0 0 0 = 0 := by linear_combination z 0 0 0 - e1
  have h2 : ψ 0 1 1 = 0 := by linear_combination e2 - z 0 1 1
  have h3 : ψ 1 0 1 = 0 := by linear_combination e3 - z 1 0 1
  have h4 : ψ 1 1 0 = 0 := by linear_combination e4 - z 1 1 0
  have h5 : ψ 1 1 1 = 0 := by linear_combination (1 / 2 : ℂ) * (e5 - z 1 1 1)
  -- and their amplitudes add to zero
  rw [dirac_exchange.1] at hS
  have s : 3 / 4 * ψ 0 0 1 + (ψ 0 0 1 + ψ 1 0 0 + ψ 0 1 0) = 3 / 4 * ψ 0 0 1 :=
    congrFun (congrFun (congrFun hS 0) 0) 1
  have h6 : ψ 1 0 0 = -ψ 0 0 1 - ψ 0 1 0 := by linear_combination s
  obtain ⟨p, q, hψ⟩ : ∃ p q : ℂ, ψ = p • u₁ + q • u₂ := by
    refine ⟨ψ 0 0 1 / 2, ψ 0 1 0 + ψ 0 0 1 / 2, ?_⟩
    funext i j k
    fin_cases i <;> fin_cases j <;> fin_cases k <;>
      simp [u₁, u₂, ket, h1, h2, h3, h4, h5, h6]
    all_goals ring
  refine ⟨![p * rt 6, q * rt 2], hψ.trans ?_⟩
  rw [Fin.sum_univ_two]
  show _ = (p * rt 6) • (rt 6)⁻¹ • u₁ + (q * rt 2) • (rt 2)⁻¹ • u₂
  rw [smul_smul, smul_smul, mul_inv_cancel_right₀ (rt_spec 6 (by norm_num)).2,
    mul_inv_cancel_right₀ (rt_spec 2 (by norm_num)).2]
```

The theorem `total_comm` holds for any matrix \(A\).

```lean
/-- A one-spin operator summed over the three spins commutes with P12 and P23. -/
theorem total_comm (A : Mat) : P12 * total A = total A * P12 ∧ P23 * total A = total A * P23 := by
  constructor <;> refine LinearMap.ext fun ψ => ?_ <;> funext i j k <;>
    simp [total, on1, on2, on3, P12, P23] <;> ring
```

Flipping each \(\alpha\) in turn gives, with \(\bar x = \beta\beta\alpha\), \(\bar y = \beta\alpha\beta\), \(\bar z = \alpha\beta\beta\), the images \(S_-x = \bar y + \bar z\), \(S_-y = \bar x + \bar z\), \(S_-z = \bar x + \bar y\). Therefore \(S_-u_1 = \bar z + \bar y - 2\bar x\) and \(S_-u_2 = \bar z - \bar y\), the first two parts of `lowered_young`; for the normalised doublets these read \(S_-d_0 = (\alpha\beta\beta + \beta\alpha\beta - 2\beta\beta\alpha)/\sqrt6\) and \(S_-d_1 = (\alpha\beta\beta - \beta\alpha\beta)/\sqrt2\). The last two parts move the exchange past \(S_-\) by `c1` or `c2`, apply `doublet_young`, and distribute \(S_-\) over the sum. The theorem concerns the explicit forms and the transformation law; norms and the values of \(S^2\) and \(S_z\) of the lowered functions do not appear in it.

```lean
/-- S₋ maps u₁ to αββ + βαβ − 2ββα and u₂ to αββ − βαβ, and the lowered functions transform
under P12 and P23 by the same Young matrices. -/
theorem lowered_young :
    Sminus u₁ = ket α β β + ket β α β - (2 : ℂ) • ket β β α ∧
    Sminus u₂ = ket α β β - ket β α β ∧
    (∀ j, P12 (Sminus (doublet j)) = ∑ i, young12 i j • Sminus (doublet i)) ∧
    (∀ j, P23 (Sminus (doublet j)) = ∑ i, young23 i j • Sminus (doublet i)) := by
  have c1 : ∀ x, P12 (Sminus x) = Sminus (P12 x) := LinearMap.congr_fun (total_comm _).1
  have c2 : ∀ x, P23 (Sminus x) = Sminus (P23 x) := LinearMap.congr_fun (total_comm _).2
  refine ⟨?_, ?_, fun j => ?_, fun j => ?_⟩
  rotate_left 2
  · rw [c1, doublet_young.1, map_sum]; simp only [map_smul]
  · rw [c2, doublet_young.2, map_sum]; simp only [map_smul]
  all_goals
    funext i j k
    fin_cases i <;> fin_cases j <;> fin_cases k <;>
      simp [Sminus, total, on1, on2, on3, u₁, u₂, ket] <;> norm_num

end

end ThreeSpinDoublets
```

```lean
#print axioms ThreeSpinDoublets.genealogical_doublets
#print axioms ThreeSpinDoublets.doublet_complete
#print axioms ThreeSpinDoublets.lowered_young
```

```
'ThreeSpinDoublets.genealogical_doublets' depends on axioms: [propext, Classical.choice, Quot.sound]
'ThreeSpinDoublets.doublet_complete' depends on axioms: [propext, Classical.choice, Quot.sound]
'ThreeSpinDoublets.lowered_young' depends on axioms: [propext, Classical.choice, Quot.sound]
```
